# The second spectral cumulant of the finite Hubbard model is diagonal in the sites

Let $c_i$ annihilate a spin-up electron on site $i$, let $N_i$ be the spin-down number operator there, and let $\varphi$ be a normalized expectation value with $n_i=\varphi(N_i)$. For the Hubbard Hamiltonian $H$ with hopping matrix $t$ and on-site repulsions $U_i$, the moments $M_{1,ij}=\varphi(\{[c_i,H],c_j^*\})$ and $M_{2,ij}=\varphi(\{[c_i,H],[H,c_j^*]\})$ satisfy

$$M_2-M_1^2=\mathrm{diag}\big(U_i^2\,n_i(1-n_i)\big).$$

In a thermal state of $H$, $M_1$ and $M_2$ are the $1/z^2$ and $1/z^3$ coefficients of the Green function. Dyson's equation then gives $\Sigma(z)=\mathrm{diag}(U_in_i)+(M_2-M_1^2)/z+O(z^{-2})$, so the $1/z$ tail is local. The formal result is the moment identity; this expansion is its standard reading.

## The operators are fermions

In Lean 4 with Mathlib:

```lean
import Mathlib

namespace HubbardSelfEnergyTail

noncomputable section

variable {A κ ι : Type*} [Ring A] [StarRing A] [DecidableEq κ] [Fintype ι] [DecidableEq ι]

/-- The canonical anticommutation relations for annihilation operators `c k`. -/
structure IsFermi (c : κ → A) : Prop where
  anti : ∀ k l, c k * c l + c l * c k = 0
  car : ∀ k l, c k * star (c l) + star (c l) * c k = if k = l then 1 else 0
```

`IsFermi` contains the canonical anticommutation relations, with `star` as the adjoint. The field `anti` expresses the Pauli principle, and `car` fixes the normalization and independence of the modes.

```lean
/-- The commutator `[a, b]`. -/
def comm (a b : A) : A := a * b - b * a

/-- The anticommutator `{a, b}`. -/
def acomm (a b : A) : A := a * b + b * a

/-- The number operator of mode `k`. -/
def num (c : κ → A) (k : κ) : A := star (c k) * c k
```

By hand, the relations enter through

$$[c_k,c_l^*c_m]=\{c_k,c_l^*\}c_m-c_l^*\{c_k,c_m\}=\delta_{kl}c_m,$$

and similarly $[c_l^*c_m,c_k^*]=\delta_{mk}c_l^*$. In the proof, `noncomm_ring` checks the regrouping, then `hc.car` and `hc.anti` evaluate the brackets.

```lean
/-- Commutators of fermion operators with a bilinear `c_l* c_m`. -/
theorem comm_bilinear {c : κ → A} (hc : IsFermi c) (k l m : κ) :
    c k * (star (c l) * c m) - star (c l) * c m * c k = (if k = l then c m else 0) ∧
    star (c l) * c m * star (c k) - star (c k) * (star (c l) * c m) =
      (if m = k then star (c l) else 0) := by
  have h : star (c l) * star (c k) + star (c k) * star (c l) = 0 := by
    rw [← star_mul, ← star_mul, ← star_add, hc.anti, star_zero]
  constructor
  · calc _ = (c k * star (c l) + star (c l) * c k) * c m
          - star (c l) * (c k * c m + c m * c k) := by noncomm_ring
      _ = _ := by rw [hc.car, hc.anti]; split_ifs <;> simp
  · calc _ = star (c l) * (c m * star (c k) + star (c k) * c m)
          - (star (c l) * star (c k) + star (c k) * star (c l)) * c m := by noncomm_ring
      _ = _ := by rw [hc.car, h]; split_ifs <;> simp
```

Without `anti` the identity can fail. On one site, take $\sigma_x/\sqrt2$ for spin up and $\sigma_y/\sqrt2$ for spin down. These satisfy `car`, but $H$ is a scalar, so both moments vanish while the right-hand side is $U^2/4$. Without `car` it can fail too: on one site with $U=0$ and $t=1$, doubling the fermion operators gives $M_2-M_1^2=64-256$.

## The repulsion acts within a site

```lean
variable [Algebra ℂ A]

/-- The Hubbard Hamiltonian with hopping matrix `t` and site repulsions `U`; the second index
of a mode is its spin, `0` for up and `1` for down. -/
def hubbard (t : Matrix ι ι ℂ) (U : ι → ℂ) (c : ι × Fin 2 → A) : A :=
  ∑ i, ∑ j, t i j • (star (c (i, 0)) * c (j, 0) + star (c (i, 1)) * c (j, 1))
    + ∑ i, U i • (num c (i, 0) * num c (i, 1))
```

Modes are pairs (site, spin), with `0` for up. Both spins share the hopping matrix `t`. It may be any complex matrix, and `U` may be complex; Hermitian hopping and real repulsion are the physical special case. The number of sites is finite.

```lean
/-- The first spectral moment `⟨{[c_i, H], c_j*}⟩` for spin up. -/
def M1 (φ : A →ₗ[ℂ] ℂ) (H : A) (c : ι × Fin 2 → A) : Matrix ι ι ℂ :=
  fun i j => φ (acomm (comm (c (i, 0)) H) (star (c (j, 0))))

/-- The second spectral moment `⟨{[c_i, H], [H, c_j*]}⟩` for spin up. -/
def M2 (φ : A →ₗ[ℂ] ℂ) (H : A) (c : ι × Fin 2 → A) : Matrix ι ι ℂ :=
  fun i j => φ (acomm (comm (c (i, 0)) H) (comm H (star (c (j, 0)))))

/-- The Hartree shift: `U_i` times the spin-down density, on the diagonal. -/
def hartree (φ : A →ₗ[ℂ] ℂ) (U : ι → ℂ) (c : ι × Fin 2 → A) : Matrix ι ι ℂ :=
  Matrix.diagonal fun i => U i * φ (num c (i, 1))
```

`hartree` is $D=\mathrm{diag}(U_in_i)$. The next lemma shows that number operators commute and that $N_i^2=N_i$: since $c^2=0$, $c^*cc^*c=c^*(cc^*+c^*c)c=c^*c$.

```lean
/-- Number operators are idempotent and commute with each other. -/
theorem num_projection {c : κ → A} (hc : IsFermi c) (k l : κ) :
    num c k * num c k = num c k ∧ Commute (num c k) (num c l) := by
  constructor
  · -- Pauli principle
    have h0 : c k * c k = 0 := by
      have h : c k * c k = (1 / 2 : ℂ) • (c k * c k + c k * c k) := by module
      rw [h, hc.anti, smul_zero]
    have h1 := hc.car k k
    rw [if_pos rfl] at h1
    calc num c k * num c k = star (c k) * (c k * star (c k) + star (c k) * c k) * c k
          - star (c k) * star (c k) * (c k * c k) := by unfold num; noncomm_ring
      _ = num c k := by rw [h1, h0]; simp [num]
  · by_cases h : k = l
    · subst h; exact Commute.refl _
    · obtain ⟨h1, h2⟩ := comm_bilinear hc k l l
      rw [if_neg h] at h1
      rw [if_neg (Ne.symm h)] at h2
      have e1 : Commute (c k) (num c l) := sub_eq_zero.mp h1
      have e2 : Commute (num c l) (star (c k)) := sub_eq_zero.mp h2
      exact e2.symm.mul_left e1
```

Spin-up operators commute with $N_i$, so the bilinear rule and the product rule (`leib`) give

$$[c_i,H]=\sum_j t_{ij}c_j+U_ic_iN_i,\qquad [H,c_i^*]=\sum_j t_{ji}c_j^*+U_ic_i^*N_i.$$

```lean
/-- Equations of motion: a spin-up operator hops, or stays and meets the spin-down density. -/
theorem equation_of_motion {c : ι × Fin 2 → A} (hc : IsFermi c) (t : Matrix ι ι ℂ)
    (U : ι → ℂ) (i : ι) :
    comm (c (i, 0)) (hubbard t U c) =
      ∑ j, t i j • c (j, 0) + U i • (c (i, 0) * num c (i, 1)) ∧
    comm (hubbard t U c) (star (c (i, 0))) =
      ∑ j, t j i • star (c (j, 0)) + U i • (star (c (i, 0)) * num c (i, 1)) := by
  have b1 := fun k l m => (comm_bilinear hc k l m).1
  have b2 := fun k l m => (comm_bilinear hc k l m).2
  -- only site i contributes to the repulsion term
  have n1 : ∀ x, c (i, 0) * (num c (x, 0) * num c (x, 1)) - num c (x, 0) * num c (x, 1) * c (i, 0)
      = if i = x then c (i, 0) * num c (x, 1) else 0 := by
    intro x
    have leib : ∀ y a b : A, y * (a * b) - a * b * y
        = (y * a - a * y) * b + a * (y * b - b * y) := by intros; noncomm_ring
    rw [leib]
    simp only [num, b1]
    by_cases h : i = x
    · subst h; simp
    · simp [h]
  have n2 : ∀ x, num c (x, 0) * num c (x, 1) * star (c (i, 0))
      - star (c (i, 0)) * (num c (x, 0) * num c (x, 1))
      = if x = i then star (c (i, 0)) * num c (x, 1) else 0 := by
    intro x
    have leib : ∀ y a b : A, a * b * y - y * (a * b)
        = (a * y - y * a) * b + a * (b * y - y * b) := by intros; noncomm_ring
    rw [leib]
    simp only [num, b2]
    by_cases h : x = i
    · subst h; simp
    · simp [h]
  constructor
  · simp only [comm, hubbard, mul_add, add_mul, Finset.mul_sum, Finset.sum_mul, mul_smul_comm,
      smul_mul_assoc, add_sub_add_comm, ← Finset.sum_sub_distrib, ← smul_sub, b1, n1]
    rw [Finset.sum_comm]
    simp
  · simp only [comm, hubbard, mul_add, add_mul, Finset.mul_sum, Finset.sum_mul, mul_smul_comm,
      smul_mul_assoc, add_sub_add_comm, ← Finset.sum_sub_distrib, ← smul_sub, b2, n2]
    simp
```

Locality of the repulsion is used here: only site $i$ survives in the interaction term (`n1`, `n2`). Taking the anticommutator with $c_j^*$ yields $\{[c_i,H],c_j^*\}=t_{ij}+\delta_{ij}U_iN_i$.

```lean
/-- The operator `{[c_i, H], c_j*}` is the hopping amplitude plus, on site, `U_i` times the
spin-down number operator. -/
theorem acomm_motion {c : ι × Fin 2 → A} (hc : IsFermi c) (t : Matrix ι ι ℂ)
    (U : ι → ℂ) (i j : ι) :
    acomm (comm (c (i, 0)) (hubbard t U c)) (star (c (j, 0))) =
      t i j • (1 : A) + if i = j then U i • num c (i, 1) else 0 := by
  have lin : ∀ (a b s : A) (u : ℂ), acomm (a + u • b) s = acomm a s + u • acomm b s := by
    intro a b s u
    simp only [acomm, add_mul, mul_add, smul_mul_assoc, mul_smul_comm, smul_add]
    abel
  have h1 : acomm (∑ k, t i k • c (k, 0)) (star (c (j, 0))) = t i j • (1 : A) := by
    simp only [acomm, Finset.sum_mul, Finset.mul_sum, smul_mul_assoc, mul_smul_comm,
      ← Finset.sum_add_distrib, ← smul_add, hc.car]
    simp
  have h2 : acomm (c (i, 0) * num c (i, 1)) (star (c (j, 0)))
      = if i = j then num c (i, 1) else 0 := by
    have h := (comm_bilinear hc (j, 0) (i, 1) (i, 1)).2
    rw [if_neg (by simp)] at h
    change num c (i, 1) * star (c (j, 0)) - star (c (j, 0)) * num c (i, 1) = 0 at h
    calc _ = (c (i, 0) * star (c (j, 0)) + star (c (j, 0)) * c (i, 0)) * num c (i, 1)
          + c (i, 0) * (num c (i, 1) * star (c (j, 0)) - star (c (j, 0)) * num c (i, 1)) := by
            unfold acomm; noncomm_ring
      _ = _ := by rw [h, hc.car]; by_cases e : i = j <;> simp [e]
  rw [(equation_of_motion hc t U i).1, lin, h1, h2]
  split_ifs <;> simp
```

With a repulsion between sites, locality can be lost. For $H=V\,c_0^*c_0\,c_1^*c_1$ on two spin-up modes, the off-diagonal entry $(0,1)$ is $-V^2x(1-m_0-m_1)$, where $x=\varphi(c_1^*c_0)$ and $m_i=\varphi(c_i^*c_i)$. In a thermal state of this $H$, $x=0$; adding hopping between the two modes leaves the formula unchanged and allows $x\neq0$ in a thermal state.

## The expectation value is normalized

The hypothesis `hφ : φ 1 = 1` says that total probability is one. Beyond this, `φ` need only be linear; positivity and stationarity are not required. Applying it to the last operator identity gives $M_1=t+D$.

```lean
/-- In a normalized functional the first moment is the hopping matrix plus the Hartree shift. -/
theorem first_moment {c : ι × Fin 2 → A} (hc : IsFermi c) (t : Matrix ι ι ℂ)
    (U : ι → ℂ) (φ : A →ₗ[ℂ] ℂ) (hφ : φ 1 = 1) :
    M1 φ (hubbard t U c) c = t + hartree φ U c := by
  ext i j
  rw [M1, acomm_motion hc]
  by_cases h : i = j
  · subst h; simp [hφ, hartree]
  · simp [h, hφ, hartree]
```

For the second moment, $F_i=[c_i,H]$ commutes with $N_j$, which lets `pull` move $N_j$ out of the anticommutator:

$$\begin{aligned}\{F_i,[H,c_j^*]\}&=\sum_k t_{kj}\{F_i,c_k^*\}+U_j\{F_i,c_j^*\}N_j\\&=(t^2)_{ij}+U_iN_it_{ij}+t_{ij}U_jN_j+\delta_{ij}U_i^2N_i.\end{aligned}$$

The last term uses $N_i^2=N_i$. Hence $M_2=t^2+tD+Dt+\mathrm{diag}(U_i^2n_i)$.

```lean
/-- The second moment in a normalized functional, in terms of hopping, repulsion and
spin-down densities. -/
theorem second_moment {c : ι × Fin 2 → A} (hc : IsFermi c) (t : Matrix ι ι ℂ)
    (U : ι → ℂ) (φ : A →ₗ[ℂ] ℂ) (hφ : φ 1 = 1) :
    M2 φ (hubbard t U c) c = t * t + t * hartree φ U c + hartree φ U c * t
      + Matrix.diagonal fun i => U i ^ 2 * φ (num c (i, 1)) := by
  ext i j
  -- [c_i, H] commutes with every spin-down number operator
  have hup : ∀ k, Commute (c (k, 0)) (num c (j, 1)) := by
    intro k
    have h := (comm_bilinear hc (k, 0) (j, 1) (j, 1)).1
    rw [if_neg (by simp)] at h
    exact sub_eq_zero.mp h
  have hF : Commute (comm (c (i, 0)) (hubbard t U c)) (num c (j, 1)) := by
    rw [(equation_of_motion hc t U i).1]
    exact (Commute.sum_left _ _ _ fun k _ => (hup k).smul_left _).add_left
      (((hup i).mul_left (num_projection hc _ _).2).smul_left _)
  have pull : ∀ F s n : A, Commute F n → acomm F (s * n) = acomm F s * n := by
    intro F s n h
    calc _ = (F * s + s * F) * n - s * (F * n - n * F) := by unfold acomm; noncomm_ring
      _ = _ := by rw [sub_eq_zero.mpr h.eq, mul_zero, sub_zero, acomm]
  have lin : ∀ (F b : A) (u : ℂ) (f : ι → ℂ) (g : ι → A),
      acomm F (∑ k, f k • g k + u • b) = ∑ k, f k • acomm F (g k) + u • acomm F b := by
    intro F b u f g
    simp only [acomm, mul_add, add_mul, Finset.mul_sum, Finset.sum_mul, mul_smul_comm,
      smul_mul_assoc, smul_add, Finset.sum_add_distrib]
    abel
  have hs : ∑ k, t k j • (t i k • (1 : A) + if i = k then U i • num c (i, 1) else 0)
      = (t * t) i j • (1 : A) + (t i j * U i) • num c (i, 1) := by
    rw [Matrix.mul_apply, Finset.sum_smul]
    simp only [smul_add, Finset.sum_add_distrib]
    congr 1
    · exact Finset.sum_congr rfl fun k _ => by rw [smul_smul, mul_comm]
    · simp [smul_smul]
  rw [M2, (equation_of_motion hc t U j).2, lin, pull _ _ _ hF]
  simp only [acomm_motion hc]
  rw [hs]
  by_cases h : i = j
  · subst h
    simp only [map_add, map_smul, smul_eq_mul, hφ, ↓reduceIte, add_mul, smul_mul_assoc, one_mul,
      (num_projection hc (i, 1) (i, 1)).1, hartree, Matrix.add_apply, Matrix.mul_diagonal,
      Matrix.diagonal_mul, Matrix.diagonal_apply_eq]
    ring
  · simp only [map_add, map_smul, smul_eq_mul, hφ, if_neg h, add_zero, smul_mul_assoc, one_mul,
      hartree, Matrix.add_apply, Matrix.mul_diagonal, Matrix.diagonal_mul,
      Matrix.diagonal_apply_ne _ h]
    ring
```

Subtracting $M_1^2=t^2+tD+Dt+D^2$ removes every hopping term (`key`) and leaves $U_i^2n_i-U_i^2n_i^2$.

```lean
/-- For the Hubbard Hamiltonian and any normalized linear functional, `M2 - M1²` is diagonal with
entries `U_i² n_i (1 - n_i)`, where `n_i` is the spin-down density. -/
theorem self_energy_tail_local {c : ι × Fin 2 → A} (hc : IsFermi c) (t : Matrix ι ι ℂ)
    (U : ι → ℂ) (φ : A →ₗ[ℂ] ℂ) (hφ : φ 1 = 1) :
    M2 φ (hubbard t U c) c - M1 φ (hubbard t U c) c ^ 2 = Matrix.diagonal fun i =>
      U i ^ 2 * (φ (num c (i, 1)) * (1 - φ (num c (i, 1)))) := by
  -- every term containing the hopping cancels
  have key : ∀ T D E : Matrix ι ι ℂ,
      T * T + T * D + D * T + E - (T + D) * (T + D) = E - D * D := by
    intros; noncomm_ring
  rw [first_moment hc t U φ hφ, second_moment hc t U φ hφ, pow_two, key, hartree,
    Matrix.diagonal_mul_diagonal, Matrix.diagonal_sub]
  congr 1
  funext i
  ring
```

If $\varphi(1)=\lambda$ and $U=0$, the difference is $\lambda(1-\lambda)t^2$, which is nonzero when $\lambda\neq0,1$ and $t^2\ne0$.

## Two sites realise the relations

Starting from no modes, `addMode` adds one mode at a time, with a Jordan–Wigner sign on the old ones. Four steps give a two-site system as nested $2\times2$ blocks, equivalent to $16\times16$ matrices. The normalized trace is a suitable $\varphi$, with $n_i=1/2$.

```lean
omit [Algebra ℂ A]

/-- One more fermion mode, by two-by-two blocks with the Jordan–Wigner sign. -/
def addMode (c : κ → A) : Option κ → Matrix (Fin 2) (Fin 2) A
  | none => !![0, 1; 0, 0]
  | some k => !![c k, 0; 0, -c k]

/-- Adding a mode preserves the canonical anticommutation relations. -/
theorem addMode_isFermi {c : κ → A} (hc : IsFermi c) : IsFermi (addMode c) := by
  have st : ∀ a b d e : A, star !![a, b; d, e] = !![star a, star d; star b, star e] := by
    intro a b d e
    ext i j
    fin_cases i <;> fin_cases j <;> rfl
  constructor
  · rintro (_ | k) (_ | l) <;> ext i j <;> fin_cases i <;> fin_cases j <;>
      simp [addMode, hc.anti]
  · rintro (_ | k) (_ | l)
    case some.some =>
      by_cases h : k = l <;> ext i j <;> fin_cases i <;> fin_cases j <;>
        simp [addMode, st, hc.car, h]
    all_goals
      ext i j
      fin_cases i <;> fin_cases j <;> simp [addMode, st]

/-- Numbering of the four modes of two sites. -/
def mode : Fin 2 × Fin 2 → Option (Option (Option (Option Empty)))
  | (0, 0) => none
  | (0, 1) => some none
  | (1, 0) => some (some none)
  | (1, 1) => some (some (some none))

/-- The annihilation operators of a two-site Hubbard system as explicit block matrices. -/
def twoSite (k : Fin 2 × Fin 2) :=
  addMode (addMode (addMode (addMode (Empty.elim : Empty → ℂ)))) (mode k)

/-- The two-site operators obey the canonical anticommutation relations. -/
theorem twoSite_witness : IsFermi twoSite := by
  have c0 : IsFermi (Empty.elim : Empty → ℂ) := ⟨fun k => k.elim, fun k => k.elim⟩
  have c4 := addMode_isFermi (addMode_isFermi (addMode_isFermi (addMode_isFermi c0)))
  have inj : Function.Injective mode := by decide
  refine ⟨fun k l => c4.anti _ _, fun k l => (c4.car (mode k) (mode l)).trans ?_⟩
  by_cases h : k = l
  · rw [if_pos h, if_pos (congrArg mode h)]
  · rw [if_neg h, if_neg (fun e => h (inj e))]

end

end HubbardSelfEnergyTail
```

```lean
#print axioms HubbardSelfEnergyTail.second_moment
#print axioms HubbardSelfEnergyTail.self_energy_tail_local
```

```
'HubbardSelfEnergyTail.second_moment' depends on axioms: [propext, Classical.choice, Quot.sound]
'HubbardSelfEnergyTail.self_energy_tail_local' depends on axioms: [propext, Classical.choice, Quot.sound]
```

## One atom, and a Matsubara tail

For a single site with level $t=\varepsilon$, the spin-up spectrum has weight $1-n$ at $\varepsilon$ and $n$ at $\varepsilon+U$. Its mean is $\varepsilon+Un$ and its variance $U^2n(1-n)$, as the theorem gives.

In a DMFT calculation for a single-orbital impurity with repulsion $U$ between its two spins and a finite, non-interacting bath ($U_i=0$ on bath sites), the impurity self-energy above a sufficiently high frequency cutoff can be replaced by $Un+U^2n(1-n)/(i\omega)$, up to terms of order $\omega^{-2}$, where $n$ is the impurity occupation of the opposite spin. For $U=4$ and $n=1/2$ this is $2+4/(i\omega)$.
